# An exponentially decaying adsorbate amplitude gives a Lorentzian density of states

An atom sits close to a metal surface, and one of its valence levels overlaps with the states of the metal. An electron placed in that level leaks into the metal, so the level has a finite lifetime and no longer has a sharp energy. How broad is it, how much of it lies below the Fermi level, and how long does the electron stay?

The answers below rest on four assumptions: the amplitude decays as a single exponential, its decay rate is positive, the filling of the states stops sharply at the Fermi level, and the level energy is real. Only the second appears as a hypothesis of the theorems. The others are built into the definitions and types.

## The amplitude decays as a single exponential

Let ea be the energy of the level and D the decay rate of its amplitude, in units with ħ = 1. At a time t ≥ 0 after the electron is placed in the level, the amplitude is

a(t) = exp(−(i ea + D)t).

This is the wide-band limit of the Newns-Anderson model: the squared coupling to the metal, weighted by the metal's density of states, is the same at all energies. D is π times that constant. The exponential is postulated here; no metal Hamiltonian appears in the file.

```lean
import Mathlib

open MeasureTheory Filter Set Topology

namespace WideBandChemisorption

noncomputable section

/-- Amplitude at time `t` of an adsorbate level `ea` that decays at the rate `D` (units with ħ = 1). -/
def amplitude (ea D t : ℝ) : ℂ :=
  Complex.exp (-(Complex.I * ea + D) * t)
```

The spectrum follows from the amplitude by a one-sided Fourier transform at energy E, written A(E). The adsorbate density of states is ρ(E) = Re A(E)/π. With the phase convention exp(+iEt), A is i times the retarded Green function, so ρ is the familiar −Im G/π.

```lean
/-- One-sided Fourier transform of the adsorbate amplitude at energy `E`. -/
def spectralAmplitude (ea D E : ℝ) : ℂ :=
  ∫ t in Ioi (0 : ℝ), Complex.exp (Complex.I * E * t) * amplitude ea D t

/-- Adsorbate density of states: the real part of the transformed amplitude, divided by π. -/
def adsorbateDOS (ea D E : ℝ) : ℝ :=
  (spectralAmplitude ea D E).re / Real.pi
```

Three further quantities are defined from these: the weight of ρ up to a Fermi level μ, the population P(t) = |a(t)|², and the mean lifetime, which averages t with the decay rate −dP/dt. In Lean, `Ioi (0 : ℝ)` is the range t > 0 and `Iic μ` the range E ≤ μ.

```lean
/-- Weight of the adsorbate density of states at energies up to the Fermi level `μ`. -/
def occupation (ea D μ : ℝ) : ℝ :=
  ∫ E in Iic μ, adsorbateDOS ea D E

/-- Population of the adsorbate level: the squared modulus of its amplitude. -/
def population (ea D t : ℝ) : ℝ :=
  ‖amplitude ea D t‖ ^ 2

/-- Mean lifetime of a population `P` that decays from 1 to 0: the time `t` averaged with the decay
rate `-dP/dt`. -/
def meanLifetime (P : ℝ → ℝ) : ℝ :=
  ∫ t in Ioi (0 : ℝ), t * (-deriv P t)
```

Every later step uses the exponential form; in the proofs it enters whenever `amplitude` is unfolded. For a band of finite width, the broadening and the shift of the level both depend on energy, so the line is not exactly Lorentzian.

## The decay rate D is positive

Physically, D > 0 says that the electron does leave. By hand, the condition is first needed for the transform. The two exponentials combine into exp(wt) with w = i(E − ea) − D, whose modulus is exp(−Dt). The upper limit therefore contributes nothing, and

A(E) = ∫₀^∞ exp(wt) dt = −1/w = 1/(D − i(E − ea)) = i/(E − ea + iD).

In the proof, `hint` combines the exponentials and `hre` states that w has a negative real part, which follows from `hD`. Mathlib's exponential integral then gives −1/w, and the last line matches the two fractions using i² = −1.

```lean
/-- The transformed amplitude is `i / (E - ea + iD)`. -/
theorem spectralAmplitude_eq {D : ℝ} (hD : 0 < D) (ea E : ℝ) :
    spectralAmplitude ea D E = Complex.I / ((E : ℂ) - ea + Complex.I * D) := by
  have hre : (Complex.I * ((E : ℂ) - ea) - D).re < 0 := by simp [hD]
  have hw : Complex.I * ((E : ℂ) - ea) - D ≠ 0 := by
    intro h
    rw [h] at hre
    simp at hre
  have hz : (E : ℂ) - ea + Complex.I * D ≠ 0 := by
    intro h
    exact hD.ne' (by simpa using congrArg Complex.im h)
  -- the two phases combine into one damped exponential
  have hint : ∀ t : ℝ, Complex.exp (Complex.I * E * t) * amplitude ea D t
      = Complex.exp ((Complex.I * ((E : ℂ) - ea) - D) * t) := by
    intro t
    rw [amplitude, ← Complex.exp_add]
    congr 1
    ring
  unfold spectralAmplitude
  simp only [hint]
  rw [integral_exp_mul_complex_Ioi hre 0]
  simp only [Complex.ofReal_zero, mul_zero, Complex.exp_zero]
  rw [div_eq_div_iff hw hz]
  linear_combination (-((E : ℂ) - ea)) * Complex.I_sq
```

Multiplying numerator and denominator by the conjugate E − ea − iD gives

A(E) = (D + i(E − ea))/((E − ea)² + D²),

so that

ρ(E) = D/(π((E − ea)² + D²)).

The Lorentzian is thus a consequence of the decay, not a definition.

```lean
/-- The adsorbate density of states is the Lorentzian `D / (π((E - ea)² + D²))`. -/
theorem adsorbateDOS_eq_lorentzian {D : ℝ} (hD : 0 < D) (ea E : ℝ) :
    adsorbateDOS ea D E = D / (Real.pi * ((E - ea) ^ 2 + D ^ 2)) := by
  have h : (Complex.I / ((E : ℂ) - ea + Complex.I * D)).re
      = D / ((E - ea) ^ 2 + D ^ 2) := by
    rw [Complex.div_re]
    simp [Complex.normSq_apply, pow_two]
  rw [adsorbateDOS, spectralAmplitude_eq hD, h, div_div, mul_comm Real.pi]
```

Its value at ea is 1/(πD). Setting ρ(E) to half of this gives 2D² = (E − ea)² + D², hence (E − ea)² = D². Since D is positive, this means |E − ea| = D. The proof uses `hD` both to cancel a factor πD and to replace |D| by D.

```lean
/-- The density of states has half its value at `ea` exactly at the distance `D` from `ea`. -/
theorem half_maximum_iff {D : ℝ} (hD : 0 < D) (ea E : ℝ) :
    adsorbateDOS ea D E = adsorbateDOS ea D ea / 2 ↔ |E - ea| = D := by
  have hpi := Real.pi_pos
  have h1 : Real.pi * ((E - ea) ^ 2 + D ^ 2) ≠ 0 := by positivity
  have h2 : Real.pi * ((0 : ℝ) ^ 2 + D ^ 2) * 2 ≠ 0 := by positivity
  have h3 : Real.pi * D ≠ 0 := by positivity
  rw [adsorbateDOS_eq_lorentzian hD, adsorbateDOS_eq_lorentzian hD, sub_self ea, div_div,
    div_eq_div_iff h1 h2]
  constructor
  · intro h
    have hx : (E - ea) ^ 2 = D ^ 2 := mul_left_cancel₀ h3 (by linear_combination -h)
    exact ((sq_eq_sq_iff_abs_eq_abs _ _).1 hx).trans (abs_of_pos hD)
  · intro h
    have hx : (E - ea) ^ 2 = D ^ 2 := by rw [← sq_abs, h]
    linear_combination (-(Real.pi * D)) * hx
```

For the total weight, write the energy in units of D:

ρ(E) = (1/(πD)) · 1/(1 + ((E − ea)/D)²).

This is the derivative of

F(E) = arctan((E − ea)/D)/π,

which tends to −1/2 at low energy and +1/2 at high energy. The difference is 1. Positivity of D fixes which limit belongs to which end.

```lean
/-- The density of states written with the energy measured from `ea` in units of `D`. -/
theorem adsorbateDOS_scaled {D : ℝ} (hD : 0 < D) (ea E : ℝ) :
    adsorbateDOS ea D E = 1 / (Real.pi * D) * (1 + ((E - ea) / D) ^ 2)⁻¹ := by
  have hD2 : D ^ 2 ≠ 0 := by positivity
  have hS : (E - ea) ^ 2 + D ^ 2 ≠ 0 := by positivity
  have hsum : 1 + ((E - ea) / D) ^ 2 = ((E - ea) ^ 2 + D ^ 2) / D ^ 2 := by
    rw [div_pow, eq_div_iff hD2, add_mul, div_mul_cancel₀ _ hD2]
    ring
  rw [adsorbateDOS_eq_lorentzian hD, hsum]
  field_simp

/-- The density of states is integrable, and an arctangent is its antiderivative, with the
limit `-1/2` at low energy. -/
theorem adsorbateDOS_antiderivative {D : ℝ} (hD : 0 < D) (ea : ℝ) :
    Integrable (adsorbateDOS ea D) ∧
    (∀ E, HasDerivAt (fun x => Real.arctan ((x - ea) / D) / Real.pi) (adsorbateDOS ea D E) E) ∧
    Tendsto (fun x => Real.arctan ((x - ea) / D) / Real.pi) atBot
      (𝓝 (-(Real.pi / 2) / Real.pi)) := by
  refine ⟨?_, fun E => ?_, ?_⟩
  · rw [funext (adsorbateDOS_scaled hD ea)]
    exact ((integrable_inv_one_add_sq.comp_div hD.ne').comp_sub_right ea).const_mul _
  · have h := ((((hasDerivAt_id' E).sub_const ea).div_const D).arctan).div_const Real.pi
    refine h.congr_deriv ?_
    rw [adsorbateDOS_scaled hD]
    ring
  · have h1 : Tendsto (fun x : ℝ => x - ea) atBot atBot := by
      simpa only [sub_eq_add_neg, id_eq] using
        tendsto_atBot_add_const_right atBot (-ea) tendsto_id
    exact ((Real.tendsto_arctan_atBot.mono_right nhdsWithin_le_nhds).comp
      (h1.atBot_div_const hD)).div_const Real.pi

/-- The adsorbate density of states integrates to one. -/
theorem integral_adsorbateDOS {D : ℝ} (hD : 0 < D) (ea : ℝ) :
    ∫ E, adsorbateDOS ea D E = 1 := by
  obtain ⟨hi, hd, hb⟩ := adsorbateDOS_antiderivative hD ea
  have h1 : Tendsto (fun x : ℝ => x - ea) atTop atTop := by
    simpa only [sub_eq_add_neg, id_eq] using
      tendsto_atTop_add_const_right atTop (-ea) tendsto_id
  have ht := ((Real.tendsto_arctan_atTop.mono_right nhdsWithin_le_nhds).comp
    (h1.atTop_div_const hD)).div_const Real.pi
  have hpp : Real.pi / Real.pi = 1 := div_self Real.pi_ne_zero
  rw [integral_of_hasDerivAt_of_tendsto hd hi hb ht]
  linear_combination hpp
```

The device on which these proofs turn is Mathlib's fundamental theorem of calculus for unbounded ranges. It takes an antiderivative and its limits and returns the integral, but it must also know that the integrand is integrable. For ρ this is supplied separately, as the first part of `adsorbateDOS_antiderivative`, by rescaling and shifting the known integrable function 1/(1 + x²). For the lifetime below, a variant for nonnegative integrands obtains integrability from the sign and the finite limit.

Without D > 0 the argument stops at the transform. At D = 0 the integrand has modulus one at all times and the integral doesn't converge; Lean gives such an integral the value 0, and the normalisation would read 0 = 1. As D tends to zero from above, the Lorentzian narrows towards a sharp line at ea.

## The filling stops sharply at the Fermi level

Filling every energy up to μ and none above it describes non-interacting electrons at zero temperature. By hand, this lets the occupation n be read off from F:

n = F(μ) + 1/2 = 1/2 − arctan((ea − μ)/D)/π.

Measuring energies from the Fermi level, μ = 0, gives 1/2 − arctan(ea/D)/π. The proof uses the sharp cut-off through `Iic μ`, and the sign change through `Real.arctan_neg`.

```lean
/-- The weight below the Fermi level `μ` is `1/2 - arctan((ea - μ)/D)/π`. -/
theorem occupation_eq {D : ℝ} (hD : 0 < D) (ea μ : ℝ) :
    occupation ea D μ = 1 / 2 - Real.arctan ((ea - μ) / D) / Real.pi := by
  obtain ⟨hi, hd, hb⟩ := adsorbateDOS_antiderivative hD ea
  have hpp : Real.pi / Real.pi = 1 := div_self Real.pi_ne_zero
  have hneg : (ea - μ) / D = -((μ - ea) / D) := by ring
  rw [occupation, integral_Iic_of_hasDerivAt_of_tendsto' (fun E _ => hd E) hi.integrableOn hb,
    hneg, Real.arctan_neg]
  linear_combination (1 / 2) * hpp
```

Because the arctangent is strictly increasing and vanishes at zero, n exceeds 1/2 exactly when ea < μ. Here `hD` ensures that dividing by D keeps the sign of ea − μ.

```lean
/-- The level is more than half occupied exactly when it lies below the Fermi level. -/
theorem half_lt_occupation_iff {D : ℝ} (hD : 0 < D) (ea μ : ℝ) :
    1 / 2 < occupation ea D μ ↔ ea < μ := by
  have ha : Real.arctan ((ea - μ) / D) < 0 ↔ ea < μ := by
    rw [← Real.arctan_zero, Real.arctan_strictMono.lt_iff_lt, div_lt_iff₀ hD, zero_mul, sub_neg]
  rw [occupation_eq hD, ← ha]
  constructor
  · intro h
    by_contra hn
    have := div_nonneg (not_lt.1 hn) Real.pi_pos.le
    linarith
  · intro h
    have := div_neg_of_neg_of_pos h Real.pi_pos
    linarith
```

At finite temperature each energy would be weighted by the Fermi function, which blurs the step; the formula remains a good approximation when the thermal energy is small compared with D. The occupation counts one spin orbital, and Coulomb repulsion between two electrons on the adsorbate is not included.

## The level energy is real

A real ea means that D accounts for all of the loss. The factor exp(−i ea t) is then a pure phase, and

P(t) = |a(t)|² = exp(−2Dt).

In Lean this assumption is the type `ea : ℝ`, and the proof uses it in `hre`, where the real part of the exponent reduces to −Dt. The theorem needs no sign condition on D. If ea had an imaginary part −γ, the amplitude would decay at the rate D + γ, and that sum would take the place of D throughout.

```lean
/-- The population of the adsorbate level is `exp(-2Dt)`. -/
theorem population_eq (ea D t : ℝ) : population ea D t = Real.exp (-(2 * D * t)) := by
  have hre : (-(Complex.I * (ea : ℂ) + D) * t).re = -(D * t) := by simp
  rw [population, amplitude, Complex.norm_exp, hre, pow_two, ← Real.exp_add]
  congr 1
  ring
```

The lifetime needs D > 0 again. Here P follows only the electron placed in the level at t = 0. Electrons that enter from filled metal states are not counted in it, so P tends to zero although the occupation n does not vanish. The decay rate is −dP/dt = 2D exp(−2Dt), and it integrates to 1 because P falls from 1 to 0. The mean lifetime is therefore

τ = ∫₀^∞ 2D t exp(−2Dt) dt.

An antiderivative of the integrand is

H(t) = −(t + 1/(2D)) exp(−2Dt),

since differentiating gives −exp(−2Dt) + (2Dt + 1) exp(−2Dt) = 2Dt exp(−2Dt). It vanishes at late times and equals −1/(2D) at t = 0, so τ = 1/(2D).

The proof follows the same route: `he` and `hP` differentiate the population, `hd` verifies the antiderivative, `hl` gives its limit, and `hn` supplies the nonnegative sign.

```lean
/-- The mean lifetime of the adsorbate population is `1/(2D)`. -/
theorem meanLifetime_population {D : ℝ} (hD : 0 < D) (ea : ℝ) :
    meanLifetime (population ea D) = 1 / (2 * D) := by
  have hc : 1 / (2 * D) * (2 * D) = 1 := one_div_mul_cancel (by positivity)
  have he : ∀ t : ℝ, HasDerivAt (fun t : ℝ => Real.exp (-(2 * D * t)))
      (-(2 * D) * Real.exp (-(2 * D * t))) t := by
    intro t
    have h := (((hasDerivAt_id' t).const_mul (2 * D)).fun_neg).exp
    exact h.congr_deriv (by ring)
  have hP : ∀ t, deriv (population ea D) t = -(2 * D) * Real.exp (-(2 * D * t)) := by
    intro t
    rw [funext (population_eq ea D)]
    exact (he t).deriv
  -- antiderivative of the integrand, and its limit at late times
  have hd : ∀ t : ℝ, HasDerivAt (fun t : ℝ => -((t + 1 / (2 * D)) * Real.exp (-(2 * D * t))))
      (t * (-deriv (population ea D) t)) t := by
    intro t
    have h := (((hasDerivAt_id' t).add_const (1 / (2 * D))).fun_mul (he t)).fun_neg
    refine h.congr_deriv ?_
    rw [hP]
    linear_combination Real.exp (-(2 * D * t)) * hc
  have hl : Tendsto (fun t : ℝ => -((t + 1 / (2 * D)) * Real.exp (-(2 * D * t))))
      atTop (𝓝 0) := by
    have hu : Tendsto (fun t : ℝ => 2 * D * t) atTop atTop :=
      tendsto_id.const_mul_atTop (by positivity)
    have h := (((Real.tendsto_pow_mul_exp_neg_atTop_nhds_zero 1).comp hu).add
      ((Real.tendsto_pow_mul_exp_neg_atTop_nhds_zero 0).comp hu)).const_mul (-(1 / (2 * D)))
    rw [add_zero, mul_zero] at h
    refine h.congr fun t => ?_
    simp only [Function.comp_apply, pow_one, pow_zero]
    linear_combination (-(t * Real.exp (-(2 * D * t)))) * hc
  have hn : ∀ t ∈ Ioi (0 : ℝ), 0 ≤ t * (-deriv (population ea D) t) := by
    intro t ht
    have ht' : 0 < t := ht
    rw [hP, neg_mul, neg_neg]
    positivity
  rw [meanLifetime, integral_Ioi_of_hasDerivAt_of_nonneg' (fun t _ => hd t) hn hl]
  simp

end

end WideBandChemisorption
```

```lean
#print axioms WideBandChemisorption.adsorbateDOS_eq_lorentzian
#print axioms WideBandChemisorption.integral_adsorbateDOS
#print axioms WideBandChemisorption.half_lt_occupation_iff
#print axioms WideBandChemisorption.meanLifetime_population
```

```
'WideBandChemisorption.adsorbateDOS_eq_lorentzian' depends on axioms: [propext, Classical.choice, Quot.sound]
'WideBandChemisorption.integral_adsorbateDOS' depends on axioms: [propext, Classical.choice, Quot.sound]
'WideBandChemisorption.half_lt_occupation_iff' depends on axioms: [propext, Classical.choice, Quot.sound]
'WideBandChemisorption.meanLifetime_population' depends on axioms: [propext, Classical.choice, Quot.sound]
```

The full width at half maximum, 2D, is thus the inverse of the mean lifetime. In this non-interacting wide-band model, the width of the adsorbate resonance gives the residence time of an electron directly. A calculated density of states often contains artificial broadening as well, and that part of the width says nothing about the lifetime.

## A level half an electronvolt above the Fermi level

Take D = 0.5 eV, μ = 0 and ea = 0.5 eV. The density of states peaks at 1/(πD) ≈ 0.637 per eV. The Fermi level lies exactly D below the peak, so the value there is half as large, about 0.318 per eV. The occupation is

n = 1/2 − arctan(1)/π = 1/2 − 1/4 = 1/4.

Moving the level to ea = −0.5 eV raises it to 3/4. In both cases the lifetime, with ħ ≈ 0.658 eV fs restored, is

τ = ħ/(2D) ≈ 0.658 fs.
